# The Green function of a translation-invariant ring of cells is a mesh sum of Bloch Green functions

To obtain the Green function between two cells of a periodic host, one can invert the small matrix z − H(r) at each k point and Fourier transform the results, instead of inverting the matrix of the whole supercell. For non-interacting electrons on a finite ring of N identical cells, the two routes give the same matrix, with no discretisation error.

Label the cells by residues a, b modulo N, and let the matrix H_m hold the hopping amplitudes over the displacement m. The supercell Hamiltonian H has the block H_(a−b) in row a and column b. Write

e(x) = exp(2πi x/N),

H(r) = Σ_m e(−r m) H_m,

where the mesh point r is also a residue modulo N and stands for the wave number 2πr/N per cell. For a complex energy z, the matrix z − H is invertible exactly when z − H(r) is invertible at every r, and then the blocks of G = (z − H)⁻¹ are

G_ab = (1/N) Σ_r e(r(a−b)) (z − H(r))⁻¹.

Four conditions enter: a finite orthonormal basis in each cell, a ring that closes, hopping that depends only on displacement, and an energy off the spectrum.

## Finitely many orthonormal orbitals in each cell

The type `ι` labels the orbitals of one cell, and `Fintype ι` makes their number finite. Orthonormality enters through the unit matrix in `shifted z A`, which is z − A. The hopping matrices are arbitrary complex matrices. Hermiticity is not assumed, so a complex absorbing potential with the periodicity of the cells is allowed.

```lean
import Mathlib

open Matrix

namespace SupercellGreenFunction

noncomputable section

variable {N : ℕ} [NeZero N] {ι : Type*} [Fintype ι] [DecidableEq ι]
```

`phase x` is e(x), evaluated at the representative of x between 0 and N − 1.

```lean
/-- The lattice phase `exp(2πi x/N)` of a residue `x` modulo `N`. -/
def phase {N : ℕ} (x : ZMod N) : ℂ :=
  Complex.exp (2 * Real.pi * Complex.I * (x.val : ℂ) / N)
```

A row or column of the supercell matrix is a pair, cell and orbital. The displacement is row cell minus column cell, so H_m carries an electron forward by m cells.

```lean
/-- The supercell Hamiltonian: the block between cells `a` and `b` is the hopping
matrix `H (a - b)`. -/
def supercell {N : ℕ} {ι : Type*} (H : ZMod N → Matrix ι ι ℂ) :
    Matrix (ZMod N × ι) (ZMod N × ι) ℂ :=
  fun p q => H (p.1 - q.1) p.2 q.2
```

`bloch H r` is H(r). Its minus sign goes with the plus sign in the Bloch sums below.

```lean
/-- The Bloch Hamiltonian `H(r) = ∑ m, exp(-2πi r m/N) H_m` at mesh point `r`. -/
def bloch (H : ZMod N → Matrix ι ι ℂ) (r : ZMod N) : Matrix ι ι ℂ :=
  ∑ m, phase (-(r * m)) • H m

/-- The matrix `z - A`, for a complex energy `z`. -/
def shifted {κ : Type*} [DecidableEq κ] (z : ℂ) (A : Matrix κ κ ℂ) : Matrix κ κ ℂ :=
  z • (1 : Matrix κ κ ℂ) - A
```

`cellBlock M a b` extracts the block of M in row a and column b.

```lean
/-- The block of a supercell matrix that connects cell `b` to cell `a`. -/
def cellBlock {N : ℕ} {ι : Type*} (M : Matrix (ZMod N × ι) (ZMod N × ι) ℂ)
    (a b : ZMod N) : Matrix ι ι ℂ :=
  fun i j => M (a, i) (b, j)
```

`blochWave ι r` is a rectangular matrix W_r, whose block in cell a is e(r a) times the unit matrix. Its columns are the Bloch sums of the orbitals. They have norm √N; the normalised ones are W_r/√N, and the factor 1/N in the formula for G_ab is the product of two such normalisations.

```lean
/-- The Bloch sums at mesh point `r`: column `j` is orbital `j` repeated in every cell `a`
with phase `exp(2πi r a/N)`. -/
def blochWave {N : ℕ} (ι : Type*) [DecidableEq ι] (r : ZMod N) :
    Matrix (ZMod N × ι) ι ℂ :=
  fun p j => phase (r * p.1) * (1 : Matrix ι ι ℂ) p.2 j
```

`blochGreen H z` is the proposed Green function, assembled from the mesh sums.

```lean
/-- The mesh sum `(1/N) ∑ r, exp(2πi r(a-b)/N) (z - H(r))⁻¹`, arranged as a supercell
matrix. -/
def blochGreen (H : ZMod N → Matrix ι ι ℂ) (z : ℂ) :
    Matrix (ZMod N × ι) (ZMod N × ι) ℂ :=
  fun p q => ((1 / N : ℂ) •
    ∑ r : ZMod N, phase (r * (p.1 - q.1)) • (shifted z (bloch H r))⁻¹) p.2 q.2
```

Finiteness is used at the end of the derivation, where a right inverse of a square matrix is taken to be its inverse. In infinite dimension this fails: on one-sided sequences, deleting the first entry undoes the insertion of a zero in front, but the opposite order loses an entry.

Overlapping orbitals can be treated by a substitution. If S_m are the overlap matrices, apply the result at energy 0 to the matrices H_m − z S_m. The matrix to be inverted is then zS − H, and its Bloch form is zS(r) − H(r).

## A ring that closes after N ≥ 1 cells

The type `ZMod N` expresses periodic boundary conditions: cell N is cell 0 again. H_m must therefore collect all hopping whose displacement is m modulo N. `NeZero N` excludes N = 0, for which Lean's `ZMod 0` is the set of all integers: an infinite chain without a finite mesh.

By hand, closure gives two properties of the phases. Since e(N) = 1, the rule e(x + y) = e(x) e(y) holds for residues. For x ≠ 0 the number q = e(x) differs from 1 while q^N = 1, so the geometric series gives

Σ_r e(r x) = (q^N − 1)/(q − 1) = 0.

For x = 0 every term is 1 and the sum is N.

The proof identifies `phase` with Mathlib's standard additive character of `ZMod N`. Additivity then follows from the character law, and `sum_phase` from the orthogonality theorem for primitive characters, which takes the place of the geometric series.

```lean
lemma phase_eq (x : ZMod N) : phase x = ZMod.stdAddChar x := by
  simp [phase, ZMod.stdAddChar_apply, ZMod.toCircle_apply]

lemma phase_add (x y : ZMod N) : phase (x + y) = phase x * phase y := by
  rw [phase_eq, phase_eq, phase_eq, AddChar.map_add_eq_mul]

lemma phase_zero : phase (0 : ZMod N) = 1 := by
  rw [phase_eq, AddChar.map_zero_eq_one]

/-- Orthogonality of the lattice phases: their sum over the mesh is `N` at zero
displacement and vanishes otherwise. -/
theorem sum_phase (x : ZMod N) :
    ∑ r : ZMod N, phase (r * x) = if x = 0 then (N : ℂ) else 0 := by
  simp only [phase_eq]
  rw [AddChar.sum_mulShift x (ZMod.isPrimitive_stdAddChar N)]
  split_ifs <;> simp
```

In an open chain, the Bloch sums need not reduce the Hamiltonian. Take three cells in a row with one orbital each and nearest-neighbour hopping t ≠ 0. The Hamiltonian sends the uniform vector (1, 1, 1) to (t, 2t, t), which is not a multiple of it.

At the smallest size, N = 1, there is one mesh point, H(0) = H_0, and the formula reads G_00 = (z − H_0)⁻¹. Hopping between periodic images is then part of H_0.

## Hopping that depends only on the displacement

All cells are alike: no defect, no disorder, no potential that varies from cell to cell. In Lean this is not a separate hypothesis but part of the definition of `supercell`, whose entries depend on the cells only through `p.1 - q.1`.

The derivation uses it for Bloch's theorem. Block a of H W_r is, with m = a − b,

Σ_b H_(a−b) e(r b) = Σ_m H_m e(r(a − m)) = e(r a) H(r).

Hence H W_r = W_r H(r). Subtracting both sides from z W_r gives

(z − H) W_r = W_r (z − H(r)).

`blochWave_mul_apply` evaluates a product of W_r with a small matrix. In `supercell_mul_blochWave`, the step `Fintype.sum_equiv (Equiv.subLeft a)` is the change of variable from b to a − b, and the local fact `h` splits the phase as above. `shifted_mul_blochWave` adds the energy.

```lean
omit [NeZero N] in
lemma blochWave_mul_apply (r : ZMod N) (B : Matrix ι ι ℂ) (p : ZMod N × ι) (j : ι) :
    (blochWave ι r * B) p j = phase (r * p.1) * B p.2 j := by
  simp [Matrix.mul_apply, blochWave, Matrix.one_apply]

/-- Bloch's theorem in matrix form: the supercell Hamiltonian acts on the Bloch sums at `r`
through the Bloch Hamiltonian `H(r)`. -/
theorem supercell_mul_blochWave (H : ZMod N → Matrix ι ι ℂ) (r : ZMod N) :
    supercell H * blochWave ι r = blochWave ι r * bloch H r := by
  ext ⟨a, i⟩ j
  rw [blochWave_mul_apply, Matrix.mul_apply, Fintype.sum_prod_type]
  simp only [supercell, blochWave, Matrix.one_apply, mul_ite, mul_one, mul_zero,
    Finset.sum_ite_eq', Finset.mem_univ, if_true, bloch,
    Matrix.sum_apply, Matrix.smul_apply, smul_eq_mul, Finset.mul_sum]
  -- pass from the cell `b` to the displacement `a - b`
  refine Fintype.sum_equiv (Equiv.subLeft a) _ _ fun b => ?_
  simp only [Equiv.subLeft_apply]
  have h : phase (r * b) = phase (r * a) * phase (-(r * (a - b))) := by
    rw [← phase_add]
    congr 1
    ring
  rw [h]
  ring

lemma shifted_mul_blochWave (H : ZMod N → Matrix ι ι ℂ) (z : ℂ) (r : ZMod N) :
    shifted z (supercell H) * blochWave ι r = blochWave ι r * shifted z (bloch H r) := by
  unfold shifted
  rw [Matrix.sub_mul, Matrix.mul_sub, supercell_mul_blochWave, Matrix.smul_mul,
    Matrix.mul_smul, Matrix.one_mul, Matrix.mul_one]
```

Without this condition the formula fails already for two cells. Let each cell have one orbital, with on-site energies 0 and 1 and no hopping. The diagonal entries of the Green function are 1/z and 1/(z − 1), whereas a mesh sum that depends only on a − b gives both cells the same value.

## An energy off the spectrum at every mesh point

`IsUnit (shifted z (bloch H r))` says that z − H(r) is invertible, which means that z is not an eigenvalue of H(r). If the Hamiltonian is Hermitian, so that H_(−m) is the adjoint of H_m, every H(r) is Hermitian and any z with non-zero imaginary part qualifies. This is the situation with a finite broadening.

The derivation first needs the completeness of the Bloch sums. Block a of (1/N) Σ_r e(−r b) W_r is

(1/N) Σ_r e(r(a−b)) 1,

which is the unit matrix for a = b and zero otherwise. The superposition is therefore E_b, the set of columns of the supercell unit matrix that belong to cell b. `blochWave_complete` states this entry by entry; its proof combines the phases, applies `sum_phase` and separates the cases of equal and unequal cells and orbitals.

```lean
omit [Fintype ι] in
/-- Completeness of the Bloch sums: averaged over the mesh with phases `exp(-2πi r b/N)`,
they give the orbitals localised in cell `b`. -/
theorem blochWave_complete (b : ZMod N) (p : ZMod N × ι) (j : ι) :
    ((1 / N : ℂ) • ∑ r : ZMod N,
      phase (-(r * b)) • blochWave ι r) p j
      = (1 : Matrix (ZMod N × ι) (ZMod N × ι) ℂ) p (b, j) := by
  obtain ⟨a, i⟩ := p
  have hN : (N : ℂ) ≠ 0 := Nat.cast_ne_zero.mpr (NeZero.ne N)
  have hs : ∑ r : ZMod N, phase (-(r * b)) * phase (r * a)
      = if a - b = 0 then (N : ℂ) else 0 := by
    rw [← sum_phase]
    refine Finset.sum_congr rfl fun r _ => ?_
    rw [← phase_add]
    congr 1
    ring
  simp only [Matrix.smul_apply, Matrix.sum_apply, smul_eq_mul, blochWave, ← mul_assoc,
    ← Finset.sum_mul]
  rw [hs]
  by_cases hab : a = b <;> by_cases hij : i = j <;>
    simp [hab, hij, Matrix.one_apply, sub_eq_zero, hN]
```

Now suppose that every z − H(r) is invertible. The columns of the proposed Green function that belong to cell b are

G_b = (1/N) Σ_r e(−r b) W_r (z − H(r))⁻¹.

Applying z − H and using Bloch's theorem gives

(z − H) G_b = (1/N) Σ_r e(−r b) W_r (z − H(r)) (z − H(r))⁻¹ = (1/N) Σ_r e(−r b) W_r = E_b.

The hypothesis is used where the two factors cancel. Together the columns give (z − H) G = 1. In the code, `col` is the formula for G_b, `key` is the calculation up to the last superposition, and `Matrix.mul_nonsing_inv` performs the cancellation.

```lean
/-- If every `z - H(r)` is invertible, the mesh sum of their inverses is a right inverse of
`z` minus the supercell Hamiltonian. -/
theorem shifted_mul_blochGreen (H : ZMod N → Matrix ι ι ℂ) (z : ℂ)
    (h : ∀ r, IsUnit (shifted z (bloch H r))) :
    shifted z (supercell H) * blochGreen H z = 1 := by
  -- the columns belonging to cell `b` are superpositions of Bloch sums
  have col : ∀ b : ZMod N, (blochGreen H z).submatrix id (Prod.mk b) = (1 / N : ℂ) •
      ∑ r : ZMod N, phase (-(r * b)) • (blochWave ι r * (shifted z (bloch H r))⁻¹) := by
    intro b
    ext ⟨a, i⟩ j
    simp only [Matrix.submatrix_apply, id, blochGreen, Matrix.smul_apply,
      Matrix.sum_apply, smul_eq_mul, blochWave_mul_apply]
    congr 1
    refine Finset.sum_congr rfl fun r _ => ?_
    rw [← mul_assoc, ← phase_add]
    congr 2
    ring
  have key : ∀ b : ZMod N,
      shifted z (supercell H) * (blochGreen H z).submatrix id (Prod.mk b)
        = (1 / N : ℂ) • ∑ r : ZMod N, phase (-(r * b)) • blochWave ι r := by
    intro b
    rw [col, Matrix.mul_smul, Matrix.mul_sum]
    congr 1
    refine Finset.sum_congr rfl fun r _ => ?_
    rw [Matrix.mul_smul, ← Matrix.mul_assoc, shifted_mul_blochWave, Matrix.mul_assoc,
      Matrix.mul_nonsing_inv _ ((Matrix.isUnit_iff_isUnit_det _).mp (h r)), Matrix.mul_one]
  ext p ⟨b, j⟩
  have e := congrFun (congrFun (key b) p) j
  rw [blochWave_complete] at e
  rw [← e, Matrix.mul_apply, Matrix.mul_apply]
  rfl
```

For the converse, suppose that z − H(r) is singular at some r. Then there is a vector v ≠ 0 with (z − H(r)) v = 0, and

(z − H) W_r v = W_r (z − H(r)) v = 0.

The vector W_r v is not zero, because its part in cell 0 is v. So z − H is singular as well.

The main theorem, `supercell_green`, has two parts. The first is the equivalence, for every complex z and every family of hopping matrices. The second gives each block of the inverse, provided that z − H is invertible. In the proof, `fwd` is the null-vector argument, with `Matrix.exists_mulVec_eq_zero_iff` translating between a vanishing determinant and a null vector. The other direction takes the right inverse from `shifted_mul_blochGreen` and concludes with `Matrix.isUnit_det_of_right_inverse` that the square matrix z − H is invertible. For the second part, `Matrix.inv_eq_right_inv` identifies this right inverse with the inverse.

```lean
/-- `z` minus the supercell Hamiltonian is invertible exactly when `z - H(r)` is invertible at
every mesh point, and then the block of its inverse between cells `a` and `b` is
`(1/N) ∑ r, exp(2πi r(a-b)/N) (z - H(r))⁻¹`. -/
theorem supercell_green (H : ZMod N → Matrix ι ι ℂ) (z : ℂ) :
    (IsUnit (shifted z (supercell H)) ↔ ∀ r, IsUnit (shifted z (bloch H r))) ∧
    (IsUnit (shifted z (supercell H)) → ∀ a b : ZMod N,
      cellBlock (shifted z (supercell H))⁻¹ a b
        = (1 / N : ℂ) •
          ∑ r : ZMod N, phase (r * (a - b)) • (shifted z (bloch H r))⁻¹) := by
  have fwd : IsUnit (shifted z (supercell H)) → ∀ r, IsUnit (shifted z (bloch H r)) := by
    intro hM r
    rw [Matrix.isUnit_iff_isUnit_det, isUnit_iff_ne_zero] at hM ⊢
    intro hdet
    -- a null vector of `z - H(r)` extends to a Bloch wave annihilated in the supercell
    obtain ⟨v, hv, hv0⟩ := Matrix.exists_mulVec_eq_zero_iff.mpr hdet
    refine hM (Matrix.exists_mulVec_eq_zero_iff.mp ⟨blochWave ι r *ᵥ v, ?_, ?_⟩)
    · intro h0
      apply hv
      ext i
      have := congrFun h0 ((0 : ZMod N), i)
      simpa [blochWave, Matrix.mulVec, dotProduct, Matrix.one_apply, phase_zero] using this
    · rw [Matrix.mulVec_mulVec, shifted_mul_blochWave, ← Matrix.mulVec_mulVec, hv0,
        Matrix.mulVec_zero]
  refine ⟨⟨fwd, fun h => ?_⟩, fun hM a b => ?_⟩
  · exact (Matrix.isUnit_iff_isUnit_det _).mpr
      (Matrix.isUnit_det_of_right_inverse (shifted_mul_blochGreen H z h))
  · rw [Matrix.inv_eq_right_inv (shifted_mul_blochGreen H z (fwd hM))]
    rfl
```

One bad mesh point is enough to spoil the formula. Take N = 2, one orbital, H_0 = 0 and H_1 = 1, so that H(0) = 1 and H(1) = −1. At z = 1 the point r = 1 is harmless, but z − H(0) = 0, and the supercell matrix with rows (1, −1) and (−1, 1) annihilates (1, 1). Lean assigns the zero matrix as the inverse of a singular matrix, and even with that convention the two sides disagree: the diagonal block is 0 on the left and 1/4 on the right.

## The trace and the density of states

Under the same condition on z, setting a = b makes every phase equal to 1. All N diagonal blocks are then equal, and

tr G = N · (1/N) Σ_r tr (z − H(r))⁻¹ = Σ_r tr (z − H(r))⁻¹.

`trace_green` follows these steps: it splits the trace into cell blocks, inserts the main theorem and cancels N against 1/N. For a Hermitian Hamiltonian and z = E + iη with η > 0, −1/π times the imaginary part of this trace is the Lorentzian-broadened density of states of the non-interacting ring. With overlapping orbitals, tr(GS) takes the place of tr G, where S is the overlap matrix of the ring.

```lean
/-- If `z` minus the supercell Hamiltonian is invertible, the trace of its inverse, the supercell
Green function, is the sum over the mesh of the traces of `(z - H(r))⁻¹`. -/
theorem trace_green (H : ZMod N → Matrix ι ι ℂ) (z : ℂ)
    (h : IsUnit (shifted z (supercell H))) :
    ((shifted z (supercell H))⁻¹).trace
      = ∑ r : ZMod N, ((shifted z (bloch H r))⁻¹).trace := by
  have hN : (N : ℂ) ≠ 0 := Nat.cast_ne_zero.mpr (NeZero.ne N)
  have h1 : ((shifted z (supercell H))⁻¹).trace
      = ∑ a : ZMod N, (cellBlock (shifted z (supercell H))⁻¹ a a).trace := by
    simp [Matrix.trace, Fintype.sum_prod_type, cellBlock]
  rw [h1, Finset.sum_congr rfl fun a _ =>
    congrArg Matrix.trace ((supercell_green H z).2 h a a)]
  simp only [sub_self, mul_zero, phase_zero, one_smul, Matrix.trace_smul, Matrix.trace_sum,
    Finset.sum_const, Finset.card_univ, ZMod.card, nsmul_eq_mul, smul_eq_mul]
  rw [← mul_assoc, mul_one_div_cancel hN, one_mul]

end

end SupercellGreenFunction
```

The equality concerns a ring of fixed size with one direction of periodicity and a mesh that contains r = 0. How fast the mesh sum approaches the Green function of an infinite chain as N grows is a separate question, and the answer depends on how close z lies to the spectrum of that chain.

```lean
#print axioms SupercellGreenFunction.trace_green
-- 'SupercellGreenFunction.trace_green' depends on axioms: [propext, Classical.choice, Quot.sound]
```
